# McWeeny purification: quadratic decay of a small idempotency error, and tangent projection to first order

In a self-consistent field calculation, extrapolating or truncating the density matrix can leave occupations that are no longer exactly 0 or 1. The matrix D then fails D² = D, and it no longer describes a single Slater determinant. McWeeny purification reduces a small error of this kind using matrix products and sums, without diagonalisation. Two questions arise: how fast does the error fall, and what does the repair do to a small change in the density?

## Error after one step and after n steps

Write f(D) = 3D² − 2D³ for one step and e = D − D² for the error matrix (not an energy). Then

f(D) − f(D)² = e²(3 + 4e).

Let eₙ be the error after n steps, so e₀ = e. In a submultiplicative norm, if 4‖e₀‖ ≤ 1, then

4‖eₙ‖ ≤ (4‖e₀‖)^(2ⁿ).

For a projector P, a perturbation X and a central first-order parameter t (not time) with t² = 0,

f(P + tX) = P + t(PX + XP − 2PXP).

The bracket is the occupied–virtual part of X.

## Use in density-matrix codes

For single-determinant states with integer occupations, a code that purifies instead of diagonalising can measure the error norm once and, if it is below 1/4, use the bound to find a number of further steps that is enough, in exact arithmetic, for a chosen tolerance. The first-order formula says which part of a small update to a projector survives purification to first order.

The matrices refer to an orthonormal basis and to spin-orbital occupations, so a closed-shell density with occupations of 2 must be halved first.

## Expansion in D and in t

Powers of D commute, and

f = D²(3 − 2D), 1 − f = (1 − D)²(1 + 2D).

Multiplying these gives

f − f² = e²(3 + 4D − 4D²) = e²(3 + 4e).

Taking norms,

‖f − f²‖ ≤ 3‖e‖² + 4‖e‖³.

Put q = 4‖e‖ ≤ 1. The new value of q is at most 4‖e‖²(3 + q) ≤ 16‖e‖² = q². It is again at most 1, so induction gives the bound for n steps.

For the perturbed projector, t² = 0 and P² = P give

(P + tX)² = P + t(PX + XP)

(P + tX)³ = P + t(PX + XP + PXP).

Three times the first minus twice the second is the stated formula.

Now let Y = PX + XP − 2PXP. Then PY = PX − PXP and YP = XP − PXP, so PY + YP = Y. For Hermitian P and Y this is the tangent condition of the Grassmann manifold. Conversely, if some Y satisfies PY + YP = Y, multiplying by P on both sides gives 2PYP = PYP. Hence PYP = 0, and PY + YP − 2PYP = Y.

## Lean file for rings and normed rings

```lean
import Mathlib

namespace McWeenyPurification

section Algebra

variable {R : Type*} [Ring R]

/-- The McWeeny purification step `3 D² - 2 D³` for a trial density matrix `D`. -/
def purify (D : R) : R := 3 * D ^ 2 - 2 * D ^ 3

/-- The idempotency error `D - D²` of a trial density matrix. -/
def idemError (D : R) : R := D - D ^ 2

/-- The part `PX + XP - 2PXP` of a perturbation `X` of the density matrix `P`. -/
def tangentPart (P X : R) : R := P * X + X * P - 2 * (P * X * P)

/-- One purification step turns the idempotency error `e` into `e² (3 + 4e)`. -/
theorem idemError_purify (D : R) :
    idemError (purify D) = idemError D ^ 2 * (3 + 4 * idemError D) := by
  unfold idemError purify
  noncomm_ring

/-- Product rule to first order: for a central parameter `t` with `t² = 0`, the product of
`A + tY` and `B + tX` is `AB + t(AX + YB)`. -/
theorem mul_first_order {t : R} (ht : ∀ A, t * A = A * t) (ht2 : t * t = 0) (A B X Y : R) :
    (A + t * Y) * (B + t * X) = A * B + t * (A * X + Y * B) := by
  linear_combination (norm := noncomm_ring)
    ht2 * Y * X - ht A * X - t * ht Y * X

/-- For an idempotent `P` and a central parameter `t` with `t² = 0`, purification of `P + tX`
gives `P + t(PX + XP - 2PXP)`. -/
theorem purify_first_order {P t : R} (hP : IsIdempotentElem P)
    (ht : ∀ A, t * A = A * t) (ht2 : t * t = 0) (X : R) :
    purify (P + t * X) = P + t * tangentPart P X := by
  have h : P * P = P := hP
  -- the square and the cube to first order in `t`
  have h2 : (P + t * X) ^ 2 = P + t * (P * X + X * P) := by
    rw [pow_two, mul_first_order ht ht2, h]
  have h3 : (P + t * X) ^ 3 = P + t * (P * X + (P * X + X * P) * P) := by
    rw [pow_succ, h2, mul_first_order ht ht2, h]
  unfold purify tangentPart
  rw [h2, h3]
  linear_combination (norm := noncomm_ring) - (t * X * h) - (t * X * h)

/-- For an idempotent `P`, the matrix `Y = PX + XP - 2PXP` satisfies the tangent condition
`PY + YP = Y` of the Grassmann manifold. -/
theorem tangentPart_tangent {P : R} (hP : IsIdempotentElem P) (X : R) :
    P * tangentPart P X + tangentPart P X * P = tangentPart P X := by
  have h : P * P = P := hP
  unfold tangentPart
  linear_combination (norm := noncomm_ring)
    h * X + X * h - 2 * (h * X * P) - 2 * (P * X * h)

/-- For an idempotent `P`, the map `Y ↦ PY + YP - 2PYP` leaves `Y` unchanged exactly when
`Y` satisfies the tangent condition `PY + YP = Y`. -/
theorem tangentPart_eq_self_iff {P : R} (hP : IsIdempotentElem P) (Y : R) :
    tangentPart P Y = Y ↔ P * Y + Y * P = Y := by
  have h : P * P = P := hP
  constructor
  · intro hY
    have hT := tangentPart_tangent hP Y
    rwa [hY] at hT
  · intro hY
    -- a tangent vector has no block inside the occupied space
    have h0 : P * Y * P = 0 := by
      linear_combination (norm := noncomm_ring)
        P * hY * P - h * Y * P - P * Y * h
    unfold tangentPart
    rw [h0, hY, mul_zero, sub_zero]

end Algebra

/-- Over the real dual numbers, the projector `diag(1, 0)`, the parameter `t = ε · 1` and the
off-diagonal matrix `X` meet the hypotheses of `purify_first_order`, with `tX ≠ 0`. -/
theorem purify_first_order_witness :
    let P : Matrix (Fin 2) (Fin 2) (DualNumber ℝ) := !![1, 0; 0, 0]
    let X : Matrix (Fin 2) (Fin 2) (DualNumber ℝ) := !![0, 1; 1, 0]
    let t : Matrix (Fin 2) (Fin 2) (DualNumber ℝ) := (DualNumber.eps : DualNumber ℝ) • 1
    IsIdempotentElem P ∧ (∀ A, t * A = A * t) ∧ t * t = 0 ∧ t * X ≠ 0 := by
  intro P X t
  refine ⟨?_, ?_, ?_, ?_⟩
  · change P * P = P
    simp only [P]
    rw [Matrix.mul_fin_two]
    simp
  · intro A
    simp [t]
  · simp [t, smul_smul, DualNumber.eps_mul_eps]
  · intro h
    -- compare the coefficient of `ε` in the upper right entry
    have h1 := congrArg (fun M => TrivSqZeroExt.snd (M 0 1)) h
    simp [t, X] at h1

section Convergence

variable {R : Type*} [NormedRing R]

/-- In a submultiplicative norm, one purification step bounds the new idempotency error by
`‖e‖² (3 + 4‖e‖)`, where `e` is the old one. -/
theorem norm_idemError_purify_le (D : R) :
    ‖idemError (purify D)‖ ≤ ‖idemError D‖ ^ 2 * (3 + 4 * ‖idemError D‖) := by
  rw [idemError_purify]
  generalize idemError D = e
  have hsum : e ^ 2 * (3 + 4 * e) = (e * e + e * e + e * e) +
      (e * e * e + e * e * e + e * e * e + e * e * e) := by
    noncomm_ring
  rw [hsum]
  have ha : ‖e * e‖ ≤ ‖e‖ * ‖e‖ := norm_mul_le e e
  have hb : ‖e * e * e‖ ≤ ‖e‖ * ‖e‖ * ‖e‖ :=
    (norm_mul_le (e * e) e).trans (mul_le_mul_of_nonneg_right ha (norm_nonneg e))
  generalize e * e * e = b at hb ⊢
  generalize e * e = a at ha ⊢
  -- triangle inequality, term by term
  have h1 := norm_add_le (a + a + a) (b + b + b + b)
  have h2 := norm_add_le (a + a) a
  have h3 := norm_add_le a a
  have h4 := norm_add_le (b + b + b) b
  have h5 := norm_add_le (b + b) b
  have h6 := norm_add_le b b
  calc ‖a + a + a + (b + b + b + b)‖ ≤ 3 * ‖a‖ + 4 * ‖b‖ := by linarith
    _ ≤ 3 * (‖e‖ * ‖e‖) + 4 * (‖e‖ * ‖e‖ * ‖e‖) := by linarith
    _ = ‖e‖ ^ 2 * (3 + 4 * ‖e‖) := by ring

/-- If the initial idempotency error has norm at most `1/4`, then after `n` purification steps
four times the error norm is at most its initial value raised to the power `2ⁿ`. -/
theorem purify_iterate_quadratic (D : R) (hD : 4 * ‖idemError D‖ ≤ 1) (n : ℕ) :
    4 * ‖idemError (purify^[n] D)‖ ≤ (4 * ‖idemError D‖) ^ (2 ^ n) := by
  induction n with
  | zero => simp
  | succ n ih =>
    rw [Function.iterate_succ_apply']
    generalize purify^[n] D = E at ih ⊢
    -- the error norm is still at most `1/4`
    have h1 : 4 * ‖idemError E‖ ≤ 1 := ih.trans (pow_le_one₀ (by positivity) hD)
    have h2 := norm_idemError_purify_le E
    calc 4 * ‖idemError (purify E)‖
        ≤ 4 * (‖idemError E‖ ^ 2 * (3 + 4 * ‖idemError E‖)) := by linarith
      _ ≤ (4 * ‖idemError E‖) ^ 2 := by
          nlinarith [mul_nonneg (sq_nonneg ‖idemError E‖) (sub_nonneg.2 h1)]
      _ ≤ ((4 * ‖idemError D‖) ^ (2 ^ n)) ^ 2 := by gcongr
      _ = (4 * ‖idemError D‖) ^ (2 ^ (n + 1)) := by rw [← pow_mul, pow_succ]

end Convergence

end McWeenyPurification
```

```lean
#print axioms McWeenyPurification.purify_first_order
#print axioms McWeenyPurification.tangentPart_eq_self_iff
#print axioms McWeenyPurification.purify_iterate_quadratic
```

```
'McWeenyPurification.purify_first_order' depends on axioms: [propext, Quot.sound]
'McWeenyPurification.tangentPart_eq_self_iff' depends on axioms: [propext, Quot.sound]
'McWeenyPurification.purify_iterate_quadratic' depends on axioms: [propext, Classical.choice, Quot.sound]
```

## Guaranteed error decay, no guarantee of electron number

`purify`, `idemError` and `tangentPart` are f, e and the first-order bracket. The algebra holds in any `Ring`, so matrices of every size are included. `NormedRing` supplies the submultiplicative norm, for example the spectral or Frobenius norm, and `purify^[n] D` is the result of n steps.

`noncomm_ring` checks the expansions without commuting factors. `mul_first_order` is the product rule used for the square and the cube; P² = P is inserted by `rw` in those two products and by `linear_combination` in the last step. The norm proof writes 3e² and 4e³ as repeated sums, because a `NormedRing` need not have ‖1‖ = 1. In the induction, `h1` says that the error norm is still at most 1/4.

Real matrices contain no nonzero central t with t² = 0. The witness therefore uses dual numbers, the arithmetic of forward-mode automatic differentiation. For a finite perturbation, terms of second order remain.

With no limit on the initial error, the bound can fail. For the number D = 2, e = −2 and f(D) = −4, whose error is −20. Then 4‖e₁‖ = 80, while (4‖e₀‖)² = 64.

At the threshold itself the bound gives no decay: D = 1/2 has e = 1/4 and is a fixed point of f. Below it the error tends to zero, but the theorems don't say which projector is approached. The trace can change along the way, and the theorems say nothing about its final value, so whether the electron number comes out right is a separate question.

The theorems assume exact arithmetic. In a running program, rounding and any sparse truncation can add fresh errors at each step, and these usually limit how small the idempotency error becomes.
